# Rotational Raman line strengths of a rigid linear rotor

Linearly polarised light scatters from a gas of linear molecules, and the scattered light is analysed along the same axis \(z\). A molecule in level \(J\) may stay there or change level. How strong is each line once all orientations \(M\) of the initial state are counted?

## The rotor and the polarisation geometry

With \(\theta\) the angle between molecule and \(z\), the anisotropic polarizability, in units of the anisotropy, is \(\cos^2\theta-\tfrac13\). Parallel polarisations conserve \(M\), so a state is a function `ℤ → ℝ` of amplitudes indexed by \(J\), with \(M\) as a parameter. Crossed polarisations would mix values of \(M\) and need another operator.

Rigidity enters by treating the anisotropy as a constant, the same for all levels. The angular states enter through the postulated element
\[c(J,M)=\sqrt{\frac{(J+1)^2-M^2}{(2J+1)(2J+3)}},\]
which stands for the matrix element of \(\cos\theta\) between normalised spherical harmonics. Modelling states as functions on the sphere would turn this formula into a theorem to be proved by integration; the algebra after it would be unchanged.

In Lean 4 with Mathlib:

```lean
import Mathlib

open Finset

namespace RotationalRaman

noncomputable section

/-- The matrix element of cos θ between the rotor states (J, M) and (J+1, M),
for integers with |M| ≤ J. -/
def cosElement (J M : ℤ) : ℝ :=
  √((((J : ℝ) + 1) ^ 2 - (M : ℝ) ^ 2) / ((2 * (J : ℝ) + 1) * (2 * (J : ℝ) + 3)))

/-- The rotor state with angular momentum J, as a family of amplitudes at fixed M. -/
def ket (J : ℤ) : ℤ → ℝ := fun K => if K = J then 1 else 0

/-- The operator cos θ at fixed M: it couples each J to its neighbours J - 1 and J + 1. -/
def cosTheta (M : ℤ) (ψ : ℤ → ℝ) : ℤ → ℝ := fun J =>
  cosElement (J - 1) M * ψ (J - 1) + cosElement J M * ψ (J + 1)

/-- The anisotropic part of the polarizability in units of the anisotropy,
the operator cos² θ - 1/3. -/
def anisotropy (M : ℤ) (ψ : ℤ → ℝ) : ℤ → ℝ := fun J =>
  cosTheta M (cosTheta M ψ) J - ψ J / 3
```

`lineStrength` sums squared elements over \(M\) without averaging; division by \(2J+1\) gives the mean per molecule in level \(J\). Populations, nuclear-spin weights, frequency factors and the isotropic polarizability are left out.

```lean
/-- The Raman line strength from J to K: the squared matrix element of cos² θ - 1/3,
summed over the orientations M = -J, ..., J of the initial state. -/
def lineStrength (J K : ℤ) : ℝ :=
  ∑ M ∈ Icc (-J) J, (anisotropy M (ket J) K) ^ 2
```

The strengths will be compared with three Placzek–Teller coefficients, for \(J\to J+2\), \(J\to J\) and \(J\to J-2\). Their sum rule, that they add to 1 at fixed \(J\), is not proved here.

```lean
/-- The Placzek-Teller coefficient for J → J + 2. -/
def coeffS (J : ℕ) : ℝ :=
  3 * ((J : ℝ) + 1) * (J + 2) / (2 * (2 * J + 1) * (2 * J + 3))

/-- The Placzek-Teller coefficient for J → J. -/
def coeffQ (J : ℕ) : ℝ :=
  (J : ℝ) * (J + 1) / ((2 * J - 1) * (2 * J + 3))

/-- The Placzek-Teller coefficient for J → J - 2. -/
def coeffO (J : ℕ) : ℝ :=
  3 * (J : ℝ) * (J - 1) / (2 * (2 * J + 1) * (2 * J - 1))
```

## Final levels other than \(J\) and \(J\pm2\)

Applying \(\cos\theta\,|J\rangle=c(J,M)|J+1\rangle+c(J-1,M)|J-1\rangle\) twice reaches only \(J\) and \(J\pm2\). The three inequalities in `selection_rule` exclude these levels, where the element is generally nonzero. The proof evaluates the basis state at each shifted index, and every term vanishes.

```lean
/-- Rotational Raman selection rule: cos² θ - 1/3 connects J only to J and J ± 2. -/
theorem selection_rule (M J K : ℤ) (h0 : K ≠ J) (hS : K ≠ J + 2) (hO : K ≠ J - 2) :
    anisotropy M (ket J) K = 0 := by
  have h1 : ¬ (K - 1 - 1 = J) := by omega
  have h2 : ¬ (K - 1 + 1 = J) := by omega
  have h3 : ¬ (K + 1 - 1 = J) := by omega
  have h4 : ¬ (K + 1 + 1 = J) := by omega
  simp only [anisotropy, cosTheta, ket, if_neg h0, if_neg h1, if_neg h2, if_neg h3, if_neg h4]
  ring
```

The same evaluation leaves one path between \(J\) and \(J+2\), with element \(c(J,M)c(J+1,M)\) in both directions.

```lean
/-- The matrix element for J → J + 2 is the product of two successive cos θ elements. -/
theorem element_up (M J : ℤ) :
    anisotropy M (ket J) (J + 2) = cosElement J M * cosElement (J + 1) M := by
  have h0 : ¬ (J + 2 = J) := by omega
  have h1 : J + 2 - 1 - 1 = J := by omega
  have h2 : ¬ (J + 2 - 1 + 1 = J) := by omega
  have h3 : ¬ (J + 2 + 1 - 1 = J) := by omega
  have h4 : ¬ (J + 2 + 1 + 1 = J) := by omega
  have e : J + 2 - 1 = J + 1 := by omega
  simp only [anisotropy, cosTheta, ket, if_neg h0, if_pos h1, if_neg h2, if_neg h3, if_neg h4]
  rw [h1, e]
  ring

/-- The matrix element for J + 2 → J is the same product of cos θ elements. -/
theorem element_down (M J : ℤ) :
    anisotropy M (ket (J + 2)) J = cosElement J M * cosElement (J + 1) M := by
  have h0 : ¬ (J = J + 2) := by omega
  have h1 : ¬ (J - 1 - 1 = J + 2) := by omega
  have h2 : ¬ (J - 1 + 1 = J + 2) := by omega
  have h3 : ¬ (J + 1 - 1 = J + 2) := by omega
  have h4 : J + 1 + 1 = J + 2 := by omega
  simp only [anisotropy, cosTheta, ket, if_neg h0, if_neg h1, if_neg h2, if_neg h3, if_pos h4]
  ring
```

## Orientations that a level can hold

Squaring \(c(J,M)\) removes the root only if the radicand is non-negative. For \(J\ge0\) this means \(|M|\le J+1\); beyond that the fraction is negative and cannot equal a square. The case \(J=-1\), \(M=0\), which the diagonal element of \(J=0\) uses, is treated separately: the denominator is \(-1\) there, but the numerator is zero.

```lean
/-- The square of the cos θ element, free of the root, for |M| ≤ J + 1. -/
theorem cosElement_sq (J M : ℤ) (h : |M| ≤ J + 1) :
    cosElement J M ^ 2 =
      (((J : ℝ) + 1) ^ 2 - (M : ℝ) ^ 2) / ((2 * (J : ℝ) + 1) * (2 * (J : ℝ) + 3)) := by
  unfold cosElement
  apply Real.sq_sqrt
  have hJ : -1 ≤ J := by linarith [abs_nonneg M]
  rcases eq_or_lt_of_le hJ with rfl | hJ
  · have hM : M = 0 := by simpa using h
    subst hM
    norm_num
  · have hJ0 : (0 : ℝ) ≤ J := by exact_mod_cast (by omega : 0 ≤ J)
    have hM : |(M : ℝ)| ≤ (J : ℝ) + 1 := by exact_mod_cast h
    have hsq : (M : ℝ) ^ 2 ≤ ((J : ℝ) + 1) ^ 2 :=
      sq_le_sq' (by linarith [neg_abs_le (M : ℝ)]) (by linarith [le_abs_self (M : ℝ)])
    exact div_nonneg (by linarith) (by positivity)
```

The diagonal element needs \(|M|\le J\), the physical range of orientations, because it also contains \(c(J-1,M)^2\):
\[\frac{J^2-M^2}{(2J-1)(2J+1)}+\frac{(J+1)^2-M^2}{(2J+1)(2J+3)}-\frac13
=\frac{2\,(J(J+1)-3M^2)}{3(2J-1)(2J+3)}.\]
For \(J\ge1\) the formula fails at every larger \(|M|\). The proof cross-multiplies, with \(2J-1\ne0\) by parity.

```lean
/-- The diagonal matrix element of cos² θ - 1/3 in the rotor state (J, M), |M| ≤ J. -/
theorem element_diag (J : ℕ) (M : ℤ) (h : |M| ≤ J) :
    anisotropy M (ket J) J =
      2 * ((J : ℝ) * (J + 1) - 3 * (M : ℝ) ^ 2) / (3 * (2 * J - 1) * (2 * J + 3)) := by
  have h1 : ¬ ((J : ℤ) - 1 - 1 = J) := by omega
  have h2 : (J : ℤ) - 1 + 1 = J := by omega
  have h3 : (J : ℤ) + 1 - 1 = J := by omega
  have h4 : ¬ ((J : ℤ) + 1 + 1 = J) := by omega
  have hel : anisotropy M (ket J) J =
      cosElement (J - 1) M ^ 2 + cosElement J M ^ 2 - 1 / 3 := by
    simp only [anisotropy, cosTheta, ket, if_neg h1, if_pos h2, if_pos h3, if_neg h4, if_true]
    rw [h3]
    ring
  have hlow : cosElement (J - 1) M ^ 2 =
      ((J : ℝ) ^ 2 - (M : ℝ) ^ 2) / ((2 * J - 1) * (2 * J + 1)) := by
    rw [cosElement_sq _ _ (by linarith)]
    push_cast
    congr 1 <;> ring
  have hd : 2 * (J : ℝ) - 1 ≠ 0 := by
    intro h0
    have h5 : 2 * (J : ℤ) - 1 = 0 := by exact_mod_cast h0
    omega
  have hd1 : 2 * (J : ℝ) + 1 ≠ 0 := by positivity
  have hd3 : 2 * (J : ℝ) + 3 ≠ 0 := by positivity
  have ht : (3 : ℝ) ≠ 0 := by norm_num
  have hden := mul_ne_zero (mul_ne_zero hd hd1) (mul_ne_zero hd1 hd3)
  -- bring both sides to a single fraction and cross-multiply
  rw [hel, hlow, cosElement_sq _ _ (by linarith), Int.cast_natCast,
    div_add_div _ _ (mul_ne_zero hd hd1) (mul_ne_zero hd1 hd3),
    div_sub_div _ _ hden ht,
    div_eq_div_iff (mul_ne_zero hden ht) (mul_ne_zero (mul_ne_zero ht hd) hd3)]
  ring
```

## How far the orientation sum may run

For \(M=-n,\dots,n\), the averages of \(M^2\) and \(M^4\) are \(n(n+1)/3\) and \(n(n+1)(3n^2+3n-1)/15\). Induction proves this by adding the terms \(M=\pm(n+1)\).

```lean
/-- The sum of an even quartic polynomial in M over M = -n, ..., n. -/
theorem sum_quartic (n : ℕ) (a b c : ℝ) :
    ∑ M ∈ Icc (-(n : ℤ)) n, (a + b * (M : ℝ) ^ 2 + c * (M : ℝ) ^ 4) =
      (2 * n + 1) * (a + b * (n * (n + 1) / 3)
        + c * (n * (n + 1) * (3 * n ^ 2 + 3 * n - 1) / 15)) := by
  induction n with
  | zero => simp
  | succ n ih =>
    -- the larger range adds the two outermost orientations
    have hset : Icc (-((n + 1 : ℕ) : ℤ)) ((n + 1 : ℕ) : ℤ) =
        insert ((n : ℤ) + 1) (insert (-((n : ℤ) + 1)) (Icc (-(n : ℤ)) n)) := by
      ext x
      simp only [mem_insert, mem_Icc]
      omega
    rw [hset, sum_insert (by simp only [mem_insert, mem_Icc]; omega),
      sum_insert (by simp only [mem_Icc]; omega), ih]
    push_cast
    ring
```

The bound \(n\le J+2\) covers the orientations of both levels, \(J\) and \(J+2\). Inside it,
\[c(J,M)^2c(J+1,M)^2=\frac{((J+1)^2-M^2)((J+2)^2-M^2)}{(2J+1)(2J+3)^2(2J+5)}.\]
At \(|M|=J+2\) both sides vanish, which the proof checks separately. At \(|M|=J+3\) the right side is positive although no such state exists in either level, so the sum formula fails.

```lean
/-- The sum over M = -n, ..., n of c(J,M)² c(J+1,M)², for n ≤ J + 2. -/
theorem sum_cosElement_sq (n J : ℕ) (hn : n ≤ J + 2) :
    ∑ M ∈ Icc (-(n : ℤ)) n, (cosElement J M * cosElement (J + 1) M) ^ 2 =
      (2 * n + 1) * (((J : ℝ) + 1) ^ 2 * (J + 2) ^ 2
        - (((J : ℝ) + 1) ^ 2 + (J + 2) ^ 2) * (n * (n + 1) / 3)
        + n * (n + 1) * (3 * n ^ 2 + 3 * n - 1) / 15)
        / ((2 * J + 1) * (2 * J + 3) ^ 2 * (2 * J + 5)) := by
  set D : ℝ := (2 * J + 1) * (2 * J + 3) ^ 2 * (2 * J + 5) with hD
  have hterm : ∀ M ∈ Icc (-(n : ℤ)) n, (cosElement J M * cosElement (J + 1) M) ^ 2 =
      ((J : ℝ) + 1) ^ 2 * (J + 2) ^ 2 / D
        + (-(((J : ℝ) + 1) ^ 2 + (J + 2) ^ 2) / D) * (M : ℝ) ^ 2 + 1 / D * (M : ℝ) ^ 4 := by
    intro M hM
    rw [mem_Icc] at hM
    have h : |M| ≤ (J : ℤ) + 2 := abs_le.mpr ⟨by omega, by omega⟩
    have hup : cosElement (J + 1) M ^ 2 =
        (((J : ℝ) + 2) ^ 2 - (M : ℝ) ^ 2) / ((2 * J + 3) * (2 * J + 5)) := by
      rw [cosElement_sq _ _ (by linarith)]
      push_cast
      congr 1 <;> ring
    rcases le_or_gt |M| ((J : ℤ) + 1) with h2 | h2
    · rw [mul_pow, hup, cosElement_sq _ _ h2, Int.cast_natCast, div_mul_div_comm,
        show (2 * (J : ℝ) + 1) * (2 * J + 3) * ((2 * J + 3) * (2 * J + 5)) = D by
          rw [hD]; ring]
      ring
    · -- at the edge |M| = J + 2 the upper element vanishes
      have h3 : |M| = (J : ℤ) + 2 := le_antisymm h (by linarith [Int.add_one_le_iff.mpr h2])
      have h4 : |(M : ℝ)| = (J : ℝ) + 2 := by exact_mod_cast h3
      have h5 : (M : ℝ) ^ 2 = ((J : ℝ) + 2) ^ 2 := by rw [← sq_abs, h4]
      have h6 : (M : ℝ) ^ 4 = ((J : ℝ) + 2) ^ 4 := by
        calc (M : ℝ) ^ 4 = ((M : ℝ) ^ 2) ^ 2 := by ring
          _ = ((J : ℝ) + 2) ^ 4 := by rw [h5]; ring
      rw [mul_pow, hup, h6, h5, sub_self, zero_div, mul_zero]
      ring
  rw [sum_congr rfl hterm, sum_quartic]
  ring
```

## Non-negative initial levels

The rotor carries no spin or electronic angular momentum, so \(J\) is a natural number; a negative \(J\) would leave no orientations to sum. Setting \(n=J\), the average of the numerator above is \(\tfrac{2}{15}(J+1)(J+2)(2J+3)(2J+5)\), so
\[\sum_{M=-J}^{J}c(J,M)^2c(J+1,M)^2=\frac{2(J+1)(J+2)}{15(2J+3)}=\frac{4}{45}(2J+1)\,\texttt{coeffS}(J).\]
For \(J=0\) this is \(4/45\).

```lean
/-- The line strength for J → J + 2, the sum over M of c(J,M)² c(J+1,M)²,
is (4/45)(2J+1) times the Placzek-Teller coefficient. -/
theorem strength_S (J : ℕ) :
    lineStrength J (J + 2) = 4 / 45 * (2 * J + 1) * coeffS J := by
  unfold lineStrength coeffS
  simp only [element_up]
  rw [sum_cosElement_sq J J (by omega)]
  field_simp
  ring
```

For \(J\to J\), put \(X=J(J+1)\). The average of \((X-3M^2)^2\) is \(X(4X-3)/5\), and \(4X-3=(2J-1)(2J+3)\) cancels one copy of the denominator. At \(J=0\) the strength is zero, so a non-rotating molecule scatters anisotropically only into \(J=2\).

```lean
/-- The line strength for J → J is (4/45)(2J+1) times the Placzek-Teller coefficient. -/
theorem strength_Q (J : ℕ) :
    lineStrength J J = 4 / 45 * (2 * J + 1) * coeffQ J := by
  have hd : 2 * (J : ℝ) - 1 ≠ 0 := by
    intro h0
    have h5 : 2 * (J : ℤ) - 1 = 0 := by exact_mod_cast h0
    omega
  have hd3 : 2 * (J : ℝ) + 3 ≠ 0 := by positivity
  set E : ℝ := 3 * (2 * J - 1) * (2 * J + 3) with hE
  have hterm : ∀ M ∈ Icc (-(J : ℤ)) J, (anisotropy M (ket J) J) ^ 2 =
      4 * ((J : ℝ) * (J + 1)) ^ 2 / E ^ 2
        + (-24 * ((J : ℝ) * (J + 1)) / E ^ 2) * (M : ℝ) ^ 2 + 36 / E ^ 2 * (M : ℝ) ^ 4 := by
    intro M hM
    rw [element_diag J M (abs_le.mpr (mem_Icc.mp hM)), ← hE]
    ring
  unfold lineStrength coeffQ
  rw [sum_congr rfl hterm, sum_quartic, hE]
  field_simp
  ring
```

The downward line is stated from \(J+2\), so that its final level exists. Its sum has \(n=J+2\), but the added terms vanish, and the total equals that of the upward line. Only the factor \(2(J+2)+1\) and the coefficient differ.

```lean
/-- The line strength for J + 2 → J is (4/45)(2(J+2)+1) times the Placzek-Teller
coefficient of the initial level J + 2. -/
theorem strength_O (J : ℕ) :
    lineStrength (J + 2) J = 4 / 45 * (2 * (J + 2) + 1) * coeffO (J + 2) := by
  have h := sum_cosElement_sq (J + 2) J le_rfl
  push_cast at h
  unfold lineStrength coeffO
  simp only [element_down]
  rw [h]
  push_cast
  rw [show 2 * ((J : ℝ) + 2) - 1 = 2 * J + 3 by ring,
    show 2 * ((J : ℝ) + 2) + 1 = 2 * J + 5 by ring]
  field_simp
  ring

end

end RotationalRaman
```

For a rigid linear rotor in parallel polarisation, the closed forms for \(J\to J\pm2\), divided by \(2J+1\) of the initial level, can check the relative line intensities of a simulated pure rotational Raman spectrum, once the level populations (nuclear-spin weights included) and frequency factors are divided out. The \(J\to J\) contributions all fall at the unshifted frequency, together with the isotropic scattering, and are not separate lines there.

```lean
#print axioms RotationalRaman.selection_rule
#print axioms RotationalRaman.strength_S
#print axioms RotationalRaman.strength_Q
#print axioms RotationalRaman.strength_O
```

```
'RotationalRaman.selection_rule' depends on axioms: [propext, Classical.choice, Quot.sound]
'RotationalRaman.strength_S' depends on axioms: [propext, Classical.choice, Quot.sound]
'RotationalRaman.strength_Q' depends on axioms: [propext, Classical.choice, Quot.sound]
'RotationalRaman.strength_O' depends on axioms: [propext, Classical.choice, Quot.sound]
```
